# Plain iteration converges to a quasiparticle solution of weight between 0 and 1/2 only by landing on it exactly

Take the linear toy self-energy $\Sigma(x)=-2x$, which is not that of a physical system, and orbital energy $\varepsilon=0$. The iteration $x_{n+1}=\varepsilon+\Sigma(x_n)$ gives $x_n=(-2)^n x_0$, which converges to the solution $0$ only if it starts there. Any real self-energy with slope below $-1$ at a solution repels nearby iterates in the same way, although a nonlinear one may let an orbit jump onto the solution from elsewhere.

```lean
import Mathlib

open Filter Topology

namespace QuasiparticleIteration

noncomputable section

/-- The quasiparticle weight `Z = 1 / (1 - s)` for a self-energy of slope `s ≠ 1`. -/
def qpWeight (s : ℝ) : ℝ := 1 / (1 - s)

/-- One step of linear mixing: the energy `x` moves by a fraction `α` of the residual
of the quasiparticle equation. -/
def mixStep (Sigma : ℝ → ℝ) (eps α x : ℝ) : ℝ := x + α * (eps + Sigma x - x)

/-- The Lehmann self-energy with real couplings `g i` and poles `Ω i`, for `w` away from
the poles. -/
def lehmannSigma {ι : Type*} [Fintype ι] (g Ω : ι → ℝ) (w : ℝ) : ℝ :=
  ∑ i, g i ^ 2 / (w - Ω i)

/-- The slope formula of the Lehmann self-energy, for `w` away from the poles. -/
def lehmannSlope {ι : Type*} [Fintype ι] (g Ω : ι → ℝ) (w : ℝ) : ℝ :=
  -∑ i, g i ^ 2 / (w - Ω i) ^ 2

/-- The weight lies strictly between 0 and 1/2 exactly when the self-energy slope is
below -1. -/
theorem qpWeight_lt_half_iff (s : ℝ) :
    (0 < qpWeight s ∧ qpWeight s < 1 / 2) ↔ s < -1 := by
  unfold qpWeight
  constructor
  · rintro ⟨h0, h1⟩
    have hpos : 0 < 1 - s := one_div_pos.mp h0
    rw [div_lt_iff₀ hpos] at h1
    linarith
  · intro h
    have hpos : 0 < 1 - s := by linarith
    refine ⟨one_div_pos.mpr hpos, ?_⟩
    rw [div_lt_iff₀ hpos]
    linarith

/-- Near a fixed point where the update map has slope of modulus above 1, a step does not
decrease the distance to the fixed point. -/
theorem distance_grows {f : ℝ → ℝ} {m a : ℝ} (hf : HasDerivAt f m a) (ha : f a = a)
    (hm : 1 < |m|) : ∀ᶠ x in 𝓝 a, |x - a| ≤ |f x - a| := by
  have h := (hasDerivAt_iff_isLittleO.mp hf).def (sub_pos.mpr hm)
  filter_upwards [h] with x hx
  simp only [ha, smul_eq_mul, Real.norm_eq_abs] at hx
  have h1 := norm_sub_le (f x - a) (f x - a - (x - a) * m)
  simp only [Real.norm_eq_abs, sub_sub_cancel, abs_mul] at h1
  nlinarith

/-- An orbit that converges to a fixed point with slope of modulus above 1 equals that
fixed point from some index on. -/
theorem eventually_eq_of_repelling {f : ℝ → ℝ} {m a : ℝ} (hf : HasDerivAt f m a)
    (ha : f a = a) (hm : 1 < |m|) {x : ℕ → ℝ} (hx : ∀ n, x (n + 1) = f (x n))
    (hlim : Tendsto x atTop (𝓝 a)) : ∃ N, ∀ n ≥ N, x n = a := by
  obtain ⟨N, hN⟩ := eventually_atTop.mp (hlim.eventually (distance_grows hf ha hm))
  refine ⟨N, fun n hn => ?_⟩
  -- the distances in the tail never decrease
  have mono : ∀ k, |x n - a| ≤ |x (n + k) - a| := by
    intro k
    induction k with
    | zero => exact le_refl _
    | succ k ih =>
      have h := hN (n + k) (by omega)
      rw [← hx] at h
      exact ih.trans h
  -- yet they tend to zero
  have h1 : Tendsto (fun k => x (n + k)) atTop (𝓝 a) :=
    hlim.comp (tendsto_atTop_mono (fun k => Nat.le_add_left k n) tendsto_id)
  have h2 := (h1.sub_const a).abs
  rw [sub_self, abs_zero] at h2
  exact sub_eq_zero.mp (abs_nonpos_iff.mp (ge_of_tendsto' h2 mono))

/-- If the self-energy has slope below -1 at a solution of the quasiparticle equation, any
plain iteration converging to that solution equals it from some index on. -/
theorem plain_iteration_eventually_eq {Sigma : ℝ → ℝ} {eps s xs : ℝ}
    (hS : HasDerivAt Sigma s xs) (hsol : xs = eps + Sigma xs) (hs : s < -1)
    {x : ℕ → ℝ} (hx : ∀ n, x (n + 1) = eps + Sigma (x n))
    (hlim : Tendsto x atTop (𝓝 xs)) : ∃ N, ∀ n ≥ N, x n = xs :=
  eventually_eq_of_repelling (f := fun y => eps + Sigma y) (hS.const_add eps) hsol.symm
    (lt_abs.mpr (Or.inr (by linarith))) hx hlim

/-- Linear mixing with `0 < α < 2 Z` converges to the solution from every starting energy
close enough to it. -/
theorem mixing_converges {Sigma : ℝ → ℝ} {eps s xs α : ℝ}
    (hS : HasDerivAt Sigma s xs) (hsol : xs = eps + Sigma xs)
    (hα : 0 < α) (hZ : α < 2 * qpWeight s) :
    ∃ δ > 0, ∀ x : ℕ → ℝ, (∀ n, x (n + 1) = mixStep Sigma eps α (x n)) →
      |x 0 - xs| < δ → Tendsto x atTop (𝓝 xs) := by
  unfold qpWeight at hZ
  have hpos : 0 < 1 - s := one_div_pos.mp (by linarith)
  rw [← mul_div_assoc, mul_one, lt_div_iff₀ hpos] at hZ
  -- the mixed update has slope m of modulus below 1
  obtain ⟨m, hm⟩ : ∃ m, m = 1 + α * (s - 1) := ⟨_, rfl⟩
  have hm1 : |m| < 1 := by
    rw [hm]
    exact abs_lt.mpr ⟨by nlinarith, by nlinarith [mul_pos hα hpos]⟩
  have hf : HasDerivAt (mixStep Sigma eps α) m xs := by
    rw [hm]
    exact (hasDerivAt_id' xs).fun_add
      (((hS.const_add eps).fun_sub (hasDerivAt_id' xs)).const_mul α)
  have ha : mixStep Sigma eps α xs = xs := by
    unfold mixStep
    linear_combination (-α) * hsol
  obtain ⟨q, hq⟩ : ∃ q, q = (1 + |m|) / 2 := ⟨_, rfl⟩
  have hq0 : 0 ≤ q := by rw [hq]; positivity
  have hq1 : q < 1 := by linarith
  have h := (hasDerivAt_iff_isLittleO.mp hf).def (show 0 < (1 - |m|) / 2 by linarith)
  obtain ⟨δ, hδ, hball⟩ := Metric.eventually_nhds_iff.mp h
  refine ⟨δ, hδ, fun x hx h0 => ?_⟩
  -- the error shrinks at least geometrically
  have hgeo : ∀ n, |x n - xs| ≤ q ^ n * |x 0 - xs| := by
    intro n
    induction n with
    | zero => simp
    | succ n ih =>
      have hle : q ^ n * |x 0 - xs| ≤ |x 0 - xs| :=
        mul_le_of_le_one_left (abs_nonneg _) (pow_le_one₀ hq0 hq1.le)
      have hb := hball (show dist (x n) xs < δ by rw [Real.dist_eq]; linarith)
      simp only [ha, smul_eq_mul, Real.norm_eq_abs, ← hx] at hb
      have h1 := norm_add_le (x (n + 1) - xs - (x n - xs) * m) ((x n - xs) * m)
      simp only [Real.norm_eq_abs, sub_add_cancel, abs_mul] at h1
      calc |x (n + 1) - xs| ≤ q * |x n - xs| := by rw [hq]; linarith
        _ ≤ q * (q ^ n * |x 0 - xs|) := mul_le_mul_of_nonneg_left ih hq0
        _ = q ^ (n + 1) * |x 0 - xs| := by ring
  have hlim := (tendsto_pow_atTop_nhds_zero_of_lt_one hq0 hq1).mul_const |x 0 - xs|
  rw [zero_mul] at hlim
  rw [tendsto_iff_dist_tendsto_zero]
  exact squeeze_zero (fun _ => dist_nonneg) hgeo hlim

/-- Away from its poles the Lehmann self-energy has derivative `lehmannSlope`. -/
theorem lehmann_hasDerivAt {ι : Type*} [Fintype ι] (g Ω : ι → ℝ) {x : ℝ}
    (hp : ∀ i, x ≠ Ω i) : HasDerivAt (lehmannSigma g Ω) (lehmannSlope g Ω x) x := by
  have h : HasDerivAt (fun w => ∑ i, g i ^ 2 / (w - Ω i))
      (∑ i, -(g i ^ 2 / (x - Ω i) ^ 2)) x := by
    refine HasDerivAt.fun_sum fun i _ => ?_
    have h := (hasDerivAt_const x (g i ^ 2)).fun_div
      ((hasDerivAt_id' x).sub_const (Ω i)) (sub_ne_zero.mpr (hp i))
    exact h.congr_deriv (by ring)
  exact h.congr_deriv (by rw [lehmannSlope, Finset.sum_neg_distrib])

/-- At two distinct solutions, both away from the poles, of the quasiparticle equation with a
Lehmann self-energy, the product of the two slopes is at least 1. -/
theorem one_le_slope_mul_slope {ι : Type*} [Fintype ι] (g Ω : ι → ℝ) {eps x y : ℝ}
    (hxp : ∀ i, x ≠ Ω i) (hyp : ∀ i, y ≠ Ω i) (hx : x = eps + lehmannSigma g Ω x)
    (hy : y = eps + lehmannSigma g Ω y) (hxy : x ≠ y) :
    1 ≤ lehmannSlope g Ω x * lehmannSlope g Ω y := by
  have hd : lehmannSigma g Ω x - lehmannSigma g Ω y
      = -(x - y) * ∑ i, g i / (x - Ω i) * (g i / (y - Ω i)) := by
    unfold lehmannSigma
    rw [← Finset.sum_sub_distrib, Finset.mul_sum]
    refine Finset.sum_congr rfl fun i _ => ?_
    rw [div_sub_div _ _ (sub_ne_zero.mpr (hxp i)) (sub_ne_zero.mpr (hyp i)),
      div_mul_div_comm, ← mul_div_assoc]
    congr 1
    ring
  -- subtracting the two equations fixes the mixed sum
  have hS : ∑ i, g i / (x - Ω i) * (g i / (y - Ω i)) = -1 :=
    mul_left_cancel₀ (sub_ne_zero.mpr hxy) (by linear_combination hx - hy + hd)
  have cs : (∑ i, g i / (x - Ω i) * (g i / (y - Ω i))) ^ 2
      ≤ (∑ i, (g i / (x - Ω i)) ^ 2) * ∑ i, (g i / (y - Ω i)) ^ 2 :=
    Finset.sum_mul_sq_le_sq_mul_sq _ _ _
  rw [hS] at cs
  simp only [div_pow] at cs
  unfold lehmannSlope
  rw [neg_mul_neg]
  linarith

/-- For solutions away from the poles of a Lehmann self-energy: if one solution `xq` has weight
above 1/2, a plain iteration converging to any other solution `xs` equals `xs` from some index on.
-/
theorem satellite_not_approached {ι : Type*} [Fintype ι] (g Ω : ι → ℝ) {eps xq xs : ℝ}
    (hqp : ∀ i, xq ≠ Ω i) (hsp : ∀ i, xs ≠ Ω i) (hq : xq = eps + lehmannSigma g Ω xq)
    (hs : xs = eps + lehmannSigma g Ω xs) (hne : xq ≠ xs)
    (hZ : 1 / 2 < qpWeight (lehmannSlope g Ω xq))
    {x : ℕ → ℝ} (hx : ∀ n, x (n + 1) = eps + lehmannSigma g Ω (x n))
    (hlim : Tendsto x atTop (𝓝 xs)) : ∃ N, ∀ n ≥ N, x n = xs := by
  have hprod := one_le_slope_mul_slope g Ω hqp hsp hq hs hne
  have hneg : lehmannSlope g Ω xq ≤ 0 :=
    neg_nonpos.mpr (Finset.sum_nonneg fun i _ => by positivity)
  have hpos : 0 < 1 - lehmannSlope g Ω xq := by linarith
  rw [qpWeight, lt_div_iff₀ hpos] at hZ
  -- the other solution must then have slope below -1
  have hslope : lehmannSlope g Ω xs < -1 := by
    by_contra hcon
    have h1 : 0 ≤ lehmannSlope g Ω xs + 1 := by linarith [not_lt.mp hcon]
    nlinarith [mul_nonneg (neg_nonneg.mpr hneg) h1]
  exact plain_iteration_eventually_eq (lehmann_hasDerivAt g Ω hsp) hs hslope hx hlim

end

end QuasiparticleIteration
```

```lean
#print axioms QuasiparticleIteration.qpWeight_lt_half_iff
#print axioms QuasiparticleIteration.plain_iteration_eventually_eq
#print axioms QuasiparticleIteration.mixing_converges
#print axioms QuasiparticleIteration.satellite_not_approached
```

```
'QuasiparticleIteration.qpWeight_lt_half_iff' depends on axioms: [propext, Classical.choice, Quot.sound]
'QuasiparticleIteration.plain_iteration_eventually_eq' depends on axioms: [propext, Classical.choice, Quot.sound]
'QuasiparticleIteration.mixing_converges' depends on axioms: [propext, Classical.choice, Quot.sound]
'QuasiparticleIteration.satellite_not_approached' depends on axioms: [propext, Classical.choice, Quot.sound]
```

## The quasiparticle equation and its weight

The equation to solve is $x=\varepsilon+\Sigma(x)$. Here `Sigma : ℝ → ℝ` is the correlation part of the diagonal self-energy of one orbital, taken as real and without broadening, and `eps` is a constant $\varepsilon$. From a Hartree–Fock start, $\varepsilon$ is the orbital energy. From a Kohn–Sham start, it is the orbital energy plus the orbital's expectation value of exact exchange minus that of the exchange-correlation potential. A solution is written $x^*$ (`xs` in the code), and the hypothesis `HasDerivAt Sigma s xs` says that $\Sigma$ has derivative $s$ there.

If $\Sigma$ is analytic near $x^*$ and $s\ne1$, the Green's function $1/(\omega-\varepsilon-\Sigma(\omega))$ has a pole at $x^*$ with residue

$$Z=\frac{1}{1-s},$$

which is `qpWeight s`. If $0<Z<1/2$, then $1-s$ is positive and exceeds 2, so $s<-1$; these steps reverse. This is `qpWeight_lt_half_iff`, and it lets the main theorem, `plain_iteration_eventually_eq`, work with the slope alone. That theorem says: if $s<-1$ and a sequence with $x_{n+1}=\varepsilon+\Sigma(x_n)$ tends to $x^*$, then there is an $N$ with $x_n=x^*$ for all $n\ge N$.

Convergence is a hypothesis here. The theorem does not say what other orbits do: they may cycle, run away or settle on another solution. The arithmetic is that of exact real numbers, so rounding and stopping tolerances play no part.

For a one-orbital equation with a fixed, real self-energy, as in a diagonal $GW$ calculation with discrete poles and without self-consistency or broadening, the result means that a better starting guess does not by itself make plain iteration converge to a solution of low weight.

## Why a convergent orbit must land

Put $f(x)=\varepsilon+\Sigma(x)$, so that $f(x^*)=x^*$ and $f$ has slope $m=s$ at $x^*$, with $|m|>1$. Differentiability allows any positive error constant in the linear approximation. Choosing $|m|-1$ gives, for $x$ close to $x^*$,

$$|f(x)-x^*-m(x-x^*)|\le(|m|-1)\,|x-x^*|.$$

By the triangle inequality,

$$|f(x)-x^*|\ge|m|\,|x-x^*|-(|m|-1)\,|x-x^*|=|x-x^*|.$$

One step therefore never brings a nearby point closer. In `distance_grows` the first estimate comes from `hasDerivAt_iff_isLittleO`, the triangle inequality is `norm_sub_le`, and `nlinarith` combines them.

If $x_n\to x^*$, all iterates from some $N$ on lie in this neighbourhood. For $n\ge N$ and every $k$,

$$|x_n-x^*|\le|x_{n+k}-x^*|.$$

The right side tends to zero as $k\to\infty$, so the left side is zero. The lemma `eventually_eq_of_repelling` follows this argument: `mono` proves the inequality by induction on $k$, and `ge_of_tendsto'` passes to the limit. The main theorem applies the lemma to $f$, since adding the constant $\varepsilon$ leaves the slope unchanged.

## Linear mixing at the same solution

The function `mixStep` moves the energy by a fraction $\alpha$ of the residual:

$$F(x)=x+\alpha\,(\varepsilon+\Sigma(x)-x).$$

It has the same fixed point $x^*$, where its slope is

$$m=1+\alpha(s-1)=1-\frac{\alpha}{Z}.$$

If $0<\alpha<2Z$, then $Z>0$ and $0<\alpha/Z<2$, hence $|m|<1$. Now take the error constant $(1-|m|)/2$ in the linear approximation. Within some distance $\delta$ of $x^*$,

$$|F(x)-x^*|\le q\,|x-x^*|,\qquad q=\frac{1+|m|}{2}<1.$$

An orbit that starts within $\delta$ stays there, and by induction $|x_n-x^*|\le q^n|x_0-x^*|\to0$. In `mixing_converges` the induction is `hgeo`, and `squeeze_zero` draws the conclusion. The radius $\delta$ depends on $\Sigma$, on the solution and on $\alpha$; the theorem gives no estimate of its size.

The repulsion argument also has something to say about mixing. If $Z>0$ and $\alpha>2Z$, then $1-\alpha/Z<-1$, and applying `eventually_eq_of_repelling` to `mixStep` would show that a mixed orbit converging to $x^*$ must land on it exactly as well. The file does not state this corollary; plain iteration with $0<Z<1/2$ is its case $\alpha=1$.

## Two solutions of a Lehmann self-energy

The definition `lehmannSigma` is the finite sum

$$\Sigma(\omega)=\sum_i\frac{g_i^2}{\omega-\Omega_i}$$

with real couplings $g_i$ and real poles $\Omega_i$. The couplings and poles are given and do not change during the iteration. Away from the poles, `lehmann_hasDerivAt` differentiates term by term and obtains `lehmannSlope`,

$$\Sigma'(\omega)=-\sum_i\frac{g_i^2}{(\omega-\Omega_i)^2}\le0.$$

One pole already shows how two solutions constrain each other. With $g=1$, $\Omega=0$ and $\varepsilon=3/2$, the equation $x=3/2+1/x$ has the solutions $2$ and $-1/2$. Their slopes are $-1/4$ and $-4$, with product 1, and their weights are $4/5$ and $1/5$. Plain iteration repels from the second, while mixing with $0<\alpha<2/5$ converges to it from nearby.

In general, let $x\ne y$ be two solutions away from the poles. Subtracting their equations gives

$$x-y=\Sigma(x)-\Sigma(y)=-(x-y)\sum_i\frac{g_i^2}{(x-\Omega_i)(y-\Omega_i)}.$$

Division by $x-y$ shows that the last sum equals $-1$. Set $u_i=g_i/(x-\Omega_i)$ and $v_i=g_i/(y-\Omega_i)$. By Cauchy–Schwarz,

$$1=\Bigl(\sum_i u_iv_i\Bigr)^2\le\sum_i u_i^2\,\sum_i v_i^2=\Sigma'(x)\,\Sigma'(y),$$

where the two minus signs in the slopes cancel. In `one_le_slope_mul_slope`, `hd` is the difference of the self-energies, `hS` the value $-1$, and `cs` the Cauchy–Schwarz inequality.

## Satellites beside a dominant quasiparticle

The theorem `satellite_not_approached` assumes one solution $x_q$ (`xq`) with weight above $1/2$. Physically, this is a quasiparticle that carries more than half of the orbital's spectral weight. A satellite here is simply any other solution $x^*\ne x_q$ away from the poles.

The weight condition gives $1-\Sigma'(x_q)<2$, and the Lehmann slope is never positive, so $-1<\Sigma'(x_q)\le0$. If $\Sigma'(x^*)$ were at least $-1$, both slopes would have modulus at most 1, one of them strictly less, and their product would be below 1. This contradicts the previous bound. Hence $\Sigma'(x^*)<-1$, and the main theorem applies. The Lean proof makes the same contradiction with `by_contra` and `nlinarith`.

If no solution away from the poles has weight above $1/2$, this theorem does not apply. Since the Lehmann slope is never positive, every such solution then has weight in $(0,1/2]$, and the main theorem covers each one whose weight is not exactly $1/2$.

Only the two solutions are required to avoid the poles. If an iterate hits a pole $\Omega_i$, Lean's division by zero sets that term to zero and the sequence continues, whereas the written formula for $\Sigma$ has no value there.
